# Two-level Rabi amplitudes in terms of half-angle sine and cosine and a unit vector

For real `D` and `W₀ > 0`, `rabiState_rotation` concerns an explicit two-component state whose generalised Rabi frequency is W = √(D² + W₀²). It states that there are complex-valued functions c and s of real time, and complex numbers d, w and W, such that the state at time t is (c − i d s, −i w s). Here c′ = −(W/2)s, s′ = (W/2)c, c² + s² = 1, c(0) = 1 and s(0) = 0, while D = Wd, W₀ = Ww and d² + w² = 1. The proof supplies the cosine and sine of Wt/2, cast from the reals to the complex numbers, with the ratios D/W and W₀/W, and then checks each condition in turn.

This version doesn't compile in Lean 4 with Mathlib:

```lean
import Mathlib

open Matrix

namespace RabiStateRotation

noncomputable section

/-- The generalised Rabi frequency `W = √(D² + W₀²)`. -/
def rabiFreq (D W₀ : ℝ) : ℝ := Real.sqrt (D ^ 2 + W₀ ^ 2)

/-- The explicit state with amplitudes `cos(W t/2) - i (D/W) sin(W t/2)` and
`-i (W₀/W) sin(W t/2)`, for `D` and `W₀` not both zero. -/
def rabiState (D W₀ t : ℝ) : Fin 2 → ℂ :=
  ![(Real.cos (rabiFreq D W₀ * t / 2) : ℂ)
      - Complex.I * ((D / rabiFreq D W₀ : ℝ) : ℂ) * (Real.sin (rabiFreq D W₀ * t / 2) : ℂ),
    -Complex.I * ((W₀ / rabiFreq D W₀ : ℝ) : ℂ) * (Real.sin (rabiFreq D W₀ * t / 2) : ℂ)]

/-- For `W₀ > 0` the Rabi frequency is positive, and `(D/W, W₀/W)` is a unit vector. -/
theorem rabiFreq_axis (D : ℝ) {W₀ : ℝ} (h : 0 < W₀) :
    0 < rabiFreq D W₀ ∧ rabiFreq D W₀ * (D / rabiFreq D W₀) = D ∧
      rabiFreq D W₀ * (W₀ / rabiFreq D W₀) = W₀ ∧
      (D / rabiFreq D W₀) ^ 2 + (W₀ / rabiFreq D W₀) ^ 2 = 1 := by
  have hpos : 0 < rabiFreq D W₀ := Real.sqrt_pos.mpr (by positivity)
  have hne := hpos.ne'
  have hsq : rabiFreq D W₀ ^ 2 = D ^ 2 + W₀ ^ 2 := Real.sq_sqrt (by positivity)
  refine ⟨hpos, by field_simp, by field_simp, ?_⟩
  rw [div_pow, div_pow, ← add_div, ← hsq, div_self (pow_ne_zero 2 hne)]

/-- For `W₀ > 0` the Rabi state is built from a cosine `c` and a sine `s` of half the Rabi
angle and from a unit vector `(d, w)` along `(D, W₀)`. -/
theorem rabiState_rotation (D : ℝ) {W₀ : ℝ} (h : 0 < W₀) :
    ∃ (c s : ℝ → ℂ) (d w W : ℂ),
      (∀ t, HasDerivAt c (-(W / 2) * s t) t) ∧ (∀ t, HasDerivAt s (W / 2 * c t) t) ∧
      (∀ t, c t ^ 2 + s t ^ 2 = 1) ∧ c 0 = 1 ∧ s 0 = 0 ∧
      (D : ℂ) = W * d ∧ (W₀ : ℂ) = W * w ∧ d ^ 2 + w ^ 2 = 1 ∧
      rabiState D W₀ = fun t => ![c t - Complex.I * d * s t, -Complex.I * w * s t] := by
  obtain ⟨-, hd, hw, h1⟩ := rabiFreq_axis D h
  have lin (t : ℝ) : HasDerivAt (fun x : ℝ => rabiFreq D W₀ * x / 2) (rabiFreq D W₀ / 2) t := by
    simpa using ((hasDerivAt_id t).const_mul (rabiFreq D W₀)).div_const 2
  refine ⟨fun t => (Real.cos (rabiFreq D W₀ * t / 2) : ℂ),
    fun t => (Real.sin (rabiFreq D W₀ * t / 2) : ℂ),
    ((D / rabiFreq D W₀ : ℝ) : ℂ), ((W₀ / rabiFreq D W₀ : ℝ) : ℂ), (rabiFreq D W₀ : ℂ),
    fun t => (lin t).cos.ofReal_comp.congr_deriv (by push_cast; ring),
    fun t => (lin t).sin.ofReal_comp.congr_deriv (by push_cast; ring),
    fun t => by exact_mod_cast Real.cos_sq_add_sin_sq (rabiFreq D W₀ * t / 2),
    by simp, by simp, by exact_mod_cast hd.symm, by exact_mod_cast hw.symm,
    by exact_mod_cast h1, rfl⟩

end

end RabiStateRotation
```

Messages:

```
Main.lean:46:16: error: mod_cast has type
  Real.cos (rabiFreq D W₀ * t / 2) ^ 2 + Real.sin (rabiFreq D W₀ * t / 2) ^ 2 = 1
but is expected to have type
  (fun t => ↑(Real.cos (rabiFreq D W₀ * t / 2))) t ^ 2 + (fun t => ↑(Real.sin (rabiFreq D W₀ * t / 2))) t ^ 2 = 1
```

Cause. The error is in the proof of c² + s² = 1. The term given to `exact_mod_cast` is the right identity over the reals, but the goal is an equation in ℂ in which c and s still appear as functions applied to `t`, such as `(fun t => ↑(Real.cos (rabiFreq D W₀ * t / 2))) t`. The casts, shown as `↑`, are therefore inside the function bodies. `exact_mod_cast` has to move them outwards past the squares and the sum to reach a statement about real numbers, and it can't do so while each square is of an unreduced application and not of a visible cast. The goal stays complex, and the real identity doesn't match it.

The added `beta_reduce` carries out the applications, so that the goal becomes a sum of squares of cast real numbers. The same `exact_mod_cast` can then combine the casts and close the goal with `Real.cos_sq_add_sin_sq`. Putting the proof on separate lines only makes room for the extra step.

The repair, with which the file compiles:

```diff
@@ -44,5 +44,7 @@
     fun t => (lin t).cos.ofReal_comp.congr_deriv (by push_cast; ring),
     fun t => (lin t).sin.ofReal_comp.congr_deriv (by push_cast; ring),
-    fun t => by exact_mod_cast Real.cos_sq_add_sin_sq (rabiFreq D W₀ * t / 2),
+    fun t => by
+      beta_reduce
+      exact_mod_cast Real.cos_sq_add_sin_sq (rabiFreq D W₀ * t / 2),
     by simp, by simp, by exact_mod_cast hd.symm, by exact_mod_cast hw.symm,
     by exact_mod_cast h1, rfl⟩
```
